# A radial Heisenberg inequality for wave functions vanishing at the surface of a ball

A lower bound on the product of mean square radius and kinetic energy gives trial functions in a harmonic trap a positive energy floor that does not depend on the size of the container. The problems below derive such a bound for continuously differentiable radial functions f on [0,R] with f(R) = 0. This condition represents an impenetrable wall at radius R.

Write D = n + 1 for the dimension, with n = 0, 1, 2, …, so D ≥ 1. For D = 1 the ball is the interval [−R,R] and a radial function is an even one. Values of f lie in a real inner product space `E`, which covers real, complex and spinor functions; ⟨·,·⟩ is its real inner product.

```lean
import Mathlib

open Set

namespace RadialHeisenberg

noncomputable section

variable {E : Type*} [NormedAddCommGroup E] [InnerProductSpace ℝ E]
```

The integrals needed are

N = ∫₀ᴿ rⁿ|f|² dr
X = ∫₀ᴿ rⁿ⁺²|f|² dr
K = ∫₀ᴿ rⁿ|f'|² dr
C = ∫₀ᴿ rⁿ⁺¹⟨f,f'⟩ dr

The first three are `radialMoment n R f`, `radialMoment (n + 2) R f` and `radialMoment n R f'`. The angular factor is omitted, and f need not be normalised: for N > 0 the mean square radius is X/N and, with ħ = m = 1, the kinetic energy is K/(2N).

```lean
/-- The integral of `r ^ k * ‖g r‖ ^ 2` over `r` from `0` to `R`. -/
def radialMoment (k : ℕ) (R : ℝ) (g : ℝ → E) : ℝ :=
  ∫ r in (0 : ℝ)..R, r ^ k * ‖g r‖ ^ 2
```

`IsRadialC1 R f f'` says that f and f' are continuous on [0,R] and that f' is the derivative of f inside. No condition is placed on f'(0).

```lean
/-- The radial function `f` is continuously differentiable on `[0, R]` with derivative `f'`. -/
structure IsRadialC1 (R : ℝ) (f f' : ℝ → E) : Prop where
  cont : ContinuousOn f (Icc 0 R)
  cont' : ContinuousOn f' (Icc 0 R)
  deriv : ∀ r ∈ Ioo 0 R, HasDerivAt f (f' r) r
```

**(a) Show that ∫₀ᴿ rᵏ|g|² dr > 0 if g is continuous and nonzero at some interior radius.**

The integrand is continuous and nonnegative, and it is positive at that radius, hence also nearby. The Lean proof supplies these facts to `integral_pos`.

```lean
omit [InnerProductSpace ℝ E] in
/-- A radial moment of a continuous function is positive if the function is nonzero at some
interior radius. -/
theorem radialMoment_pos (k : ℕ) {R r : ℝ} {g : ℝ → E} (hg : ContinuousOn g (Icc 0 R))
    (hr : r ∈ Ioo 0 R) (hne : g r ≠ 0) : 0 < radialMoment k R g := by
  unfold radialMoment
  exact intervalIntegral.integral_pos (hr.1.trans hr.2)
    ((continuous_pow k).continuousOn.mul (hg.norm.pow 2))
    (fun x hx => mul_nonneg (pow_nonneg hx.1.le _) (sq_nonneg _))
    ⟨r, Ioo_subset_Icc_self hr, mul_pos (pow_pos hr.1 _) (pow_pos (norm_pos_iff.2 hne) 2)⟩
```

**(b) Find the virial identity relating N and C.**

By the product rule,

d/dr (rᴰ|f|²) = D rⁿ|f|² + 2 rᴰ⟨f,f'⟩.

Integrate from 0 to R. The lower end contributes nothing because D ≥ 1, so

D N + 2C = Rᴰ|f(R)|².

The name refers to the operator r d/dr that appears in C; this is not the virial theorem, which relates kinetic and potential energies. In Lean, `key` is this integration, by the fundamental theorem of calculus.

```lean
/-- Radial virial identity in dimension `n + 1`: `n + 1` times the norm integral plus twice the
integral of `r ^ (n + 1)` times the inner product of `f` and `f'` equals the boundary term `R ^ (n +
1) * ‖f R‖ ^ 2`. -/
theorem radial_virial (n : ℕ) {R : ℝ} (hR : 0 ≤ R) {f f' : ℝ → E} (h : IsRadialC1 R f f') :
    ((n : ℝ) + 1) * radialMoment n R f
      + 2 * (∫ r in (0 : ℝ)..R, r ^ (n + 1) * inner ℝ (f r) (f' r))
      = R ^ (n + 1) * ‖f R‖ ^ 2 := by
  have c1 : ContinuousOn (fun r : ℝ => r ^ n * ‖f r‖ ^ 2) (Icc 0 R) :=
    (continuous_pow n).continuousOn.mul (h.cont.norm.pow 2)
  have c2 : ContinuousOn (fun r : ℝ => r ^ (n + 1) * inner ℝ (f r) (f' r)) (Icc 0 R) :=
    (continuous_pow (n + 1)).continuousOn.mul (ContinuousOn.inner (𝕜 := ℝ) h.cont h.cont')
  have i1 : IntervalIntegrable (fun r : ℝ => ((n : ℝ) + 1) * (r ^ n * ‖f r‖ ^ 2))
      MeasureTheory.volume 0 R := (c1.intervalIntegrable_of_Icc hR).const_mul _
  have i2 : IntervalIntegrable (fun r : ℝ => 2 * (r ^ (n + 1) * inner ℝ (f r) (f' r)))
      MeasureTheory.volume 0 R := (c2.intervalIntegrable_of_Icc hR).const_mul _
  -- differentiate `r ^ D * ‖f‖ ^ 2` and integrate back
  have key : (∫ r in (0 : ℝ)..R, (((n : ℝ) + 1) * (r ^ n * ‖f r‖ ^ 2)
      + 2 * (r ^ (n + 1) * inner ℝ (f r) (f' r))))
      = R ^ (n + 1) * ‖f R‖ ^ 2 - 0 ^ (n + 1) * ‖f 0‖ ^ 2 := by
    refine intervalIntegral.integral_eq_sub_of_hasDerivAt_of_le
      (f := fun r : ℝ => r ^ (n + 1) * ‖f r‖ ^ 2) hR
      ((continuous_pow (n + 1)).continuousOn.mul (h.cont.norm.pow 2)) ?_ (i1.add i2)
    intro r hr
    have h2 : HasDerivAt (fun r => ‖f r‖ ^ 2) (2 * inner ℝ (f r) (f' r)) r :=
      (h.deriv r hr).norm_sq
    refine ((hasDerivAt_pow (n + 1) r).fun_mul h2).congr_deriv ?_
    simp only [Nat.add_sub_cancel, Nat.cast_add, Nat.cast_one]
    ring
  rw [intervalIntegral.integral_add i1 i2, intervalIntegral.integral_const_mul,
    intervalIntegral.integral_const_mul, zero_pow (Nat.succ_ne_zero n)] at key
  unfold radialMoment
  linarith
```

**(c) For f(R) = 0 and real t, evaluate Q(t) = ∫₀ᴿ rⁿ|f' + t r f|² dr.**

Expanding the square gives

Q(t) = K + 2tC + t²X.

By (b), 2C = −D N, hence

Q(t) = K − t D N + t²X.

The step `pt` expands the integrand; the final `linear_combination` inserts t times the virial identity.

```lean
/-- For a wave function vanishing at `R`, the integral of `r ^ n * ‖f' + t r f‖ ^ 2` is a quadratic
polynomial in `t` built from the kinetic, norm and square-radius integrals. -/
theorem completed_square (n : ℕ) {R : ℝ} (hR : 0 ≤ R) {f f' : ℝ → E} (h : IsRadialC1 R f f')
    (hfR : f R = 0) (t : ℝ) :
    radialMoment n R (fun r => f' r + (t * r) • f r)
      = radialMoment n R f' - t * ((n : ℝ) + 1) * radialMoment n R f
        + t ^ 2 * radialMoment (n + 2) R f := by
  have hv := radial_virial n hR h
  rw [hfR, norm_zero] at hv
  have pt : ∀ r : ℝ, r ^ n * ‖f' r + (t * r) • f r‖ ^ 2 = r ^ n * ‖f' r‖ ^ 2
      + (2 * t) * (r ^ (n + 1) * inner ℝ (f r) (f' r)) + t ^ 2 * (r ^ (n + 2) * ‖f r‖ ^ 2) := by
    intro r
    have hc : inner ℝ (f' r) (f r) = inner ℝ (f r) (f' r) := real_inner_comm _ _
    rw [norm_add_sq_real, real_inner_smul_right, hc, norm_smul, mul_pow, Real.norm_eq_abs,
      sq_abs]
    ring
  have i1 : IntervalIntegrable (fun r : ℝ => r ^ n * ‖f' r‖ ^ 2) MeasureTheory.volume 0 R :=
    ((continuous_pow n).continuousOn.mul (h.cont'.norm.pow 2)).intervalIntegrable_of_Icc hR
  have i2 : IntervalIntegrable (fun r : ℝ => (2 * t) * (r ^ (n + 1) * inner ℝ (f r) (f' r)))
      MeasureTheory.volume 0 R :=
    (((continuous_pow (n + 1)).continuousOn.mul
      (ContinuousOn.inner (𝕜 := ℝ) h.cont h.cont')).intervalIntegrable_of_Icc hR).const_mul _
  have i3 : IntervalIntegrable (fun r : ℝ => t ^ 2 * (r ^ (n + 2) * ‖f r‖ ^ 2))
      MeasureTheory.volume 0 R :=
    (((continuous_pow (n + 2)).continuousOn.mul
      (h.cont.norm.pow 2)).intervalIntegrable_of_Icc hR).const_mul _
  have i12 : IntervalIntegrable (fun r : ℝ => r ^ n * ‖f' r‖ ^ 2
      + (2 * t) * (r ^ (n + 1) * inner ℝ (f r) (f' r))) MeasureTheory.volume 0 R := i1.add i2
  simp only [radialMoment] at hv ⊢
  simp only [pt]
  rw [intervalIntegral.integral_add i12 i3, intervalIntegral.integral_add i1 i2,
    intervalIntegral.integral_const_mul, intervalIntegral.integral_const_mul]
  linear_combination t * hv
```

**(d) Show that radial moments are nonnegative for R ≥ 0.**

Both rᵏ and |g|² are nonnegative on [0,R], and so is the integral of their product.

```lean
omit [InnerProductSpace ℝ E] in
/-- Every radial moment over a ball of nonnegative radius is nonnegative. -/
theorem radialMoment_nonneg (k : ℕ) {R : ℝ} (hR : 0 ≤ R) (g : ℝ → E) :
    0 ≤ radialMoment k R g :=
  intervalIntegral.integral_nonneg hR
    (fun _ hr => mul_nonneg (pow_nonneg hr.1 _) (sq_nonneg _))
```

**(e) Deduce the radial Heisenberg inequality.**

By (d), Q(t) ≥ 0 for every real t. A quadratic with this property has nonpositive discriminant:

D²N² − 4XK ≤ 0, that is, (D²/4) N² ≤ X K.

If X = 0, Q is linear and nonnegative everywhere, so D N = 0 and the bound still holds. `discrim_le_zero` covers both cases.

For N > 0, this reads (X/N)(K/N) ≥ D²/4, where X/N is the mean square radius and K/N the mean square momentum in units with ħ = 1. It concerns radial functions in a finite ball, not general position and momentum observables or states with angular dependence.

```lean
/-- Radial Heisenberg inequality in dimension `D = n + 1`: for a wave function vanishing at `R`,
the square-radius integral times the radial kinetic integral is at least `D ^ 2 / 4` times the
squared norm integral. -/
theorem radial_heisenberg (n : ℕ) {R : ℝ} (hR : 0 ≤ R) {f f' : ℝ → E}
    (h : IsRadialC1 R f f') (hfR : f R = 0) :
    ((n : ℝ) + 1) ^ 2 / 4 * radialMoment n R f ^ 2
      ≤ radialMoment (n + 2) R f * radialMoment n R f' := by
  -- a quadratic that is nonnegative everywhere has nonpositive discriminant
  have hd := discrim_le_zero (a := radialMoment (n + 2) R f)
    (b := -(((n : ℝ) + 1) * radialMoment n R f)) (c := radialMoment n R f') (fun t => by
      have h1 := completed_square n hR h hfR t
      have h2 := radialMoment_nonneg n hR (fun r => f' r + (t * r) • f r)
      linarith)
  unfold discrim at hd
  linarith
```

**(f) Bound the energy of a harmonic oscillator in the ball.**

Let ω > 0 be the angular frequency of the trap, so that the potential is ω²r²/2 and its integral against rⁿ|f|² is ω²X/2. Put t = ω in Q(t) ≥ 0 and divide by 2:

ω D N/2 ≤ K/2 + ω²X/2.

For one particle in a radial state with a hard wall, the mean energy (K/2 + ω²X/2)/N is thus at least ωD/2, the ground-state energy of the oscillator without a wall. The bound ignores how much the wall raises the energy, so for small R the true level lies far above it. A radial solver for this model that reports less, beyond its numerical error, is at fault.

```lean
/-- Oscillator energy in a ball of dimension `n + 1`: for a radial wave function vanishing at
`R`, kinetic plus harmonic energy is at least `ω (n + 1) / 2` times the norm integral. -/
theorem oscillator_energy_bound (n : ℕ) {R : ℝ} (hR : 0 ≤ R) {f f' : ℝ → E}
    (h : IsRadialC1 R f f') (hfR : f R = 0) (ω : ℝ) :
    ω * ((n : ℝ) + 1) / 2 * radialMoment n R f
      ≤ radialMoment n R f' / 2 + ω ^ 2 / 2 * radialMoment (n + 2) R f := by
  have h1 := completed_square n hR h hfR ω
  have h2 := radialMoment_nonneg n hR (fun r => f' r + (ω * r) • f r)
  linarith
```

**(g) Show that the inequality is strict if f(s) ≠ 0 for some 0 < s < R.**

Suppose Q(t) = 0 for some t. By (a), f' = −t r f throughout the interior, so

d/dr (exp(t r²)|f|²) = exp(t r²)(2t r|f|² + 2⟨f,f'⟩) = 0.

The function exp(t r²)|f|² is therefore constant on [s,R], yet it is positive at s and zero at R, a contradiction. Hence Q(t) > 0 for all t. Since X > 0 by (a), the discriminant is negative. In Lean, `hpos` holds the contradiction argument and `discrim_lt_zero` finishes.

```lean
/-- The radial Heisenberg inequality is strict for every wave function that vanishes at `R` and
is nonzero at some interior radius. -/
theorem radial_heisenberg_strict (n : ℕ) {R s : ℝ} {f f' : ℝ → E} (h : IsRadialC1 R f f')
    (hfR : f R = 0) (hs : s ∈ Ioo 0 R) (hne : f s ≠ 0) :
    ((n : ℝ) + 1) ^ 2 / 4 * radialMoment n R f ^ 2
      < radialMoment (n + 2) R f * radialMoment n R f' := by
  have hR : 0 ≤ R := (hs.1.trans hs.2).le
  have hpos : ∀ t : ℝ, 0 < radialMoment n R (fun r => f' r + (t * r) • f r) := by
    intro t
    by_contra hle
    have hc : ContinuousOn (fun r => f' r + (t * r) • f r) (Icc 0 R) :=
      h.cont'.add ((continuous_const.mul continuous_id).continuousOn.smul h.cont)
    have hz : ∀ r ∈ Ioo 0 R, f' r + (t * r) • f r = 0 := by
      intro r hr
      by_contra hn
      exact hle (radialMoment_pos n hc hr hn)
    -- then `exp (t r ^ 2) * ‖f‖ ^ 2` is constant between `s` and `R`
    have key : (∫ _r in s..R, (0 : ℝ))
        = Real.exp (t * R ^ 2) * ‖f R‖ ^ 2 - Real.exp (t * s ^ 2) * ‖f s‖ ^ 2 := by
      refine intervalIntegral.integral_eq_sub_of_hasDerivAt_of_le
        (f := fun r : ℝ => Real.exp (t * r ^ 2) * ‖f r‖ ^ 2) hs.2.le ?_ ?_
        (continuous_const.intervalIntegrable _ _)
      · have ce : Continuous (fun r : ℝ => Real.exp (t * r ^ 2)) := by fun_prop
        exact ce.continuousOn.mul ((h.cont.mono (Icc_subset_Icc_left hs.1.le)).norm.pow 2)
      · intro r hr
        have hr' : r ∈ Ioo 0 R := ⟨hs.1.trans hr.1, hr.2⟩
        have h1 : HasDerivAt (fun r : ℝ => Real.exp (t * r ^ 2))
            (Real.exp (t * r ^ 2) * (t * (2 * r))) r :=
          ((hasDerivAt_pow 2 r).const_mul t).exp.congr_deriv (by simp)
        have h2 : HasDerivAt (fun r => ‖f r‖ ^ 2) (2 * inner ℝ (f r) (f' r)) r :=
          (h.deriv r hr').norm_sq
        refine (h1.fun_mul h2).congr_deriv ?_
        rw [eq_neg_of_add_eq_zero_left (hz r hr'), inner_neg_right, real_inner_smul_right,
          real_inner_self_eq_norm_sq]
        ring
    rw [intervalIntegral.integral_zero, hfR, norm_zero] at key
    have hp := mul_pos (Real.exp_pos (t * s ^ 2)) (pow_pos (norm_pos_iff.2 hne) 2)
    linarith
  have hd := discrim_lt_zero (a := radialMoment (n + 2) R f)
    (b := -(((n : ℝ) + 1) * radialMoment n R f)) (c := radialMoment n R f')
    (radialMoment_pos (n + 2) h.cont hs hne).ne' (fun t => by
      have h1 := completed_square n hR h hfR t
      have h2 := hpos t
      linarith)
  unfold discrim at hd
  linarith
```

**(h) Differentiate the Gaussian g(r) = exp(−r²/2), which does not vanish at R.**

```lean
/-- The Gaussian radial profile `exp (-r ^ 2 / 2)`. -/
def gaussian (r : ℝ) : ℝ := Real.exp (-r ^ 2 / 2)
```

The chain rule gives g' = −r g, which is continuous on [0,R].

```lean
/-- The Gaussian is continuously differentiable on `[0, R]` with derivative `-r` times itself. -/
theorem gaussian_isRadialC1 (R : ℝ) : IsRadialC1 R gaussian (fun r => -r * gaussian r) := by
  have hc : Continuous gaussian := by
    unfold gaussian
    fun_prop
  refine ⟨hc.continuousOn, (continuous_neg.mul hc).continuousOn, fun r _ => ?_⟩
  have h1 : HasDerivAt (fun r : ℝ => -r ^ 2 / 2) (-r) r :=
    ((hasDerivAt_pow 2 r).fun_neg.div_const 2).congr_deriv (by norm_num; try ring)
  exact h1.exp.congr_deriv (mul_comm _ _)
```

**(i) Show that g violates the inequality for every R > 0, so the wall condition matters.**

Now take f = g. From g' = −r g follow K = X and C = −X. With b = Rᴰ exp(−R²) > 0, (b) gives D N = 2X + b, so

(D²/4) N² = (X + b/2)² = X² + Xb + b²/4 > X² = X K.

The surface term b causes the failure. In Lean, `hK` is K = X, `hN` is the virial identity, and `nlinarith` makes the last comparison.

```lean
/-- The Gaussian, which does not vanish at `R`, violates the radial Heisenberg inequality on
every ball of positive radius. -/
theorem gaussian_violates (n : ℕ) {R : ℝ} (hR : 0 < R) :
    radialMoment (n + 2) R gaussian * radialMoment n R (fun r => -r * gaussian r)
      < ((n : ℝ) + 1) ^ 2 / 4 * radialMoment n R gaussian ^ 2 := by
  have hv := radial_virial n hR.le (gaussian_isRadialC1 R)
  have pt : ∀ r : ℝ, r ^ (n + 1) * inner ℝ (gaussian r) (-r * gaussian r)
      = -(r ^ (n + 2) * ‖gaussian r‖ ^ 2) := by
    intro r
    have hi : inner ℝ (gaussian r) (-r * gaussian r) = -r * inner ℝ (gaussian r) (gaussian r) :=
      real_inner_smul_right (gaussian r) (gaussian r) (-r)
    rw [hi, real_inner_self_eq_norm_sq]
    ring
  simp only [pt, intervalIntegral.integral_neg] at hv
  -- kinetic and square-radius integrals coincide
  have hK : radialMoment n R (fun r => -r * gaussian r) = radialMoment (n + 2) R gaussian := by
    unfold radialMoment
    congr 1
    ext r
    simp only [Real.norm_eq_abs, sq_abs]
    ring
  have hX := radialMoment_nonneg (n + 2) hR.le gaussian
  have hb : 0 < R ^ (n + 1) * ‖gaussian R‖ ^ 2 :=
    mul_pos (pow_pos hR _) (pow_pos (norm_pos_iff.2 (Real.exp_pos _).ne') 2)
  change ((n : ℝ) + 1) * radialMoment n R gaussian
    + 2 * -(radialMoment (n + 2) R gaussian) = _ at hv
  rw [hK]
  generalize R ^ (n + 1) * ‖gaussian R‖ ^ 2 = b at hv hb
  have hN : ((n : ℝ) + 1) * radialMoment n R gaussian
      = 2 * radialMoment (n + 2) R gaussian + b := by linarith
  have hsq : ((n : ℝ) + 1) ^ 2 / 4 * radialMoment n R gaussian ^ 2
      = (2 * radialMoment (n + 2) R gaussian + b) ^ 2 / 4 := by
    rw [← hN]
    ring
  rw [hsq]
  nlinarith [mul_nonneg hX hb.le, pow_pos hb 2]

end

end RadialHeisenberg
```

```lean
#print axioms RadialHeisenberg.radial_heisenberg
#print axioms RadialHeisenberg.oscillator_energy_bound
#print axioms RadialHeisenberg.radial_heisenberg_strict
#print axioms RadialHeisenberg.gaussian_violates
```

```
'RadialHeisenberg.radial_heisenberg' depends on axioms: [propext, Classical.choice, Quot.sound]
'RadialHeisenberg.oscillator_energy_bound' depends on axioms: [propext, Classical.choice, Quot.sound]
'RadialHeisenberg.radial_heisenberg_strict' depends on axioms: [propext, Classical.choice, Quot.sound]
'RadialHeisenberg.gaussian_violates' depends on axioms: [propext, Classical.choice, Quot.sound]
```
